# Sign and density limits of the PW92 correlation formula

The Wigner-Seitz radius r is the radius of a sphere with the average volume per electron, so small r means high density. It is a real variable here, and the half-integer powers r^(1/2) and r^(3/2) are written as √r and (√r)³. The parameters A, a1, b1, …, b4 are real numbers, with quantities in atomic units. The results concern this fitted formula, not the interacting electron gas itself.

```lean
import Mathlib

open Filter Topology

namespace PW92UniformGas

noncomputable section
```

Mathlib supplies real analysis; `Filter` and `Topology` provide the language of limits.

```lean
/-- The polynomial in `√r` in the PW92 form: `b1 r^(1/2) + b2 r + b3 r^(3/2) + b4 r^2`. -/
def gasQ (b1 b2 b3 b4 r : ℝ) : ℝ :=
  b1 * √r + b2 * r + b3 * (√r) ^ 3 + b4 * r ^ 2
```

This defines

Q(r) = b1 √r + b2 r + b3 (√r)³ + b4 r².

```lean
/-- The PW92 form `G(r)` as a function of the Wigner-Seitz radius `r`. -/
def pw92 (A a1 b1 b2 b3 b4 r : ℝ) : ℝ :=
  -2 * A * (1 + a1 * r) * Real.log (1 + 1 / (2 * A * gasQ b1 b2 b3 b4 r))
```

The PW92 form is

G(r) = −2A(1 + a1 r) ln(1 + 1/(2A Q(r))).

In density-functional calculations, fits of this form give the correlation energy per electron of the uniform gas without spin polarisation and, with other parameter values, with full spin polarisation. A sets the strength of the high-density logarithm, which comes from screening; a1/b4 sets the 1/r energy at low density.

```lean
/-- A cubic polynomial with coefficients in ascending order. -/
def cubic (c0 c1 c2 c3 s : ℝ) : ℝ := c0 + c1 * s + c2 * s ^ 2 + c3 * s ^ 3
```

The same cubic serves both limits, with its coefficients in opposite orders.

```lean
/-- A function continuous at zero tends there to its value. -/
theorem tendsto_of_value {f : ℝ → ℝ} {y : ℝ} (h : ContinuousAt f 0) (e : f 0 = y) :
    Tendsto f (𝓝 0) (𝓝 y) := by
  subst e
  exact h
```

`Tendsto f (𝓝 0) (𝓝 y)` says that f(s) → y as s → 0. For a continuous function, the limit is found by substitution.

```lean
/-- The logarithm `ln(1 + 1/(xy))` splits into a regular part and the logarithms of `x` and `y`. -/
theorem log_split {x y : ℝ} (hx : 0 < x) (hy : 0 < y) :
    Real.log (1 + 1 / (x * y)) = Real.log (1 + x * y) - Real.log x - Real.log y := by
  have hz : 0 < x * y := mul_pos hx hy
  have e : 1 + 1 / (x * y) = (1 + x * y) / (x * y) := by
    rw [add_div, div_self hz.ne', add_comm]
  rw [e, Real.log_div (by positivity) hz.ne', Real.log_mul hx.ne' hy.ne']
  ring
```

For x, y > 0, write 1 + 1/(xy) = (1 + xy)/(xy) and take logarithms:

ln(1 + 1/(xy)) = ln(1 + xy) − ln x − ln y.

```lean
/-- For `x > 0` the error of replacing `ln(1 + x)` by `x` lies between `0` and `x^2`. -/
theorem log_remainder {x : ℝ} (hx : 0 < x) :
    0 ≤ x - Real.log (1 + x) ∧ x - Real.log (1 + x) ≤ x ^ 2 := by
  have h1 : 0 < 1 + x := by linarith
  have hup := Real.log_le_sub_one_of_pos h1
  have hlo := Real.one_sub_inv_le_log_of_pos h1
  have e : 1 - (1 + x)⁻¹ - (x - x ^ 2) = x ^ 3 / (1 + x) := by
    have := h1.ne'
    field_simp
    ring
  have hp : 0 ≤ x ^ 3 / (1 + x) := by positivity
  constructor <;> linarith
```

For x > 0, ln(1 + x) ≤ x gives the lower bound. The upper bound follows from

ln(1 + x) ≥ x/(1 + x) = x − x² + x³/(1 + x) ≥ x − x².

```lean
/-- Under the sign assumptions below, the PW92 form is negative at every positive Wigner-Seitz
radius. -/
theorem pw92_neg {A a1 b1 b2 b3 b4 r : ℝ} (hA : 0 < A) (ha1 : 0 ≤ a1) (hb1 : 0 < b1)
    (hb2 : 0 ≤ b2) (hb3 : 0 ≤ b3) (hb4 : 0 ≤ b4) (hr : 0 < r) :
    pw92 A a1 b1 b2 b3 b4 r < 0 := by
  have hs : 0 < √r := Real.sqrt_pos.2 hr
  have hQ : 0 < gasQ b1 b2 b3 b4 r := by unfold gasQ; positivity
  have hx : 0 < 1 / (2 * A * gasQ b1 b2 b3 b4 r) := by positivity
  have hL : 0 < Real.log (1 + 1 / (2 * A * gasQ b1 b2 b3 b4 r)) :=
    Real.log_pos (by linarith)
  have h1 : 0 < 1 + a1 * r := by positivity
  have h := mul_pos (mul_pos (mul_pos two_pos hA) h1) hL
  unfold pw92
  linarith
```

The names `hA`, `ha1` and so on label the sign assumptions. They make Q(r) > 0 for r > 0, so the logarithm has an argument above 1 and is positive. The prefactor −2A(1 + a1 r) is negative, hence G < 0. The tactic `positivity` checks the signs.

## High density

```lean
/-- High-density limit: `G - A ln r` tends to `2A ln(2A b1)` as `r` tends to `0` from above. -/
theorem high_density {A b1 : ℝ} (a1 b2 b3 b4 : ℝ) (hA : 0 < A) (hb1 : 0 < b1) :
    Tendsto (fun r => pw92 A a1 b1 b2 b3 b4 r - A * Real.log r) (𝓝[>] 0)
      (𝓝 (2 * A * Real.log (2 * A * b1))) := by
  have hs : Tendsto (fun r : ℝ => √r) (𝓝[>] 0) (𝓝 0) :=
    (Real.continuous_sqrt.tendsto' 0 0 Real.sqrt_zero).mono_left nhdsWithin_le_nhds
  have hR : Tendsto (fun s => cubic b1 b2 b3 b4 s) (𝓝 0) (𝓝 b1) :=
    tendsto_of_value (by unfold cubic; fun_prop) (by simp [cubic])
  have hpos := (hR.comp hs).eventually (lt_mem_nhds hb1)
  -- the part of `G - A ln r` that is regular in `s = √r`
  have c0 : ContinuousAt (fun s : ℝ => -2 * A * (1 + a1 * s ^ 2)) 0 := by fun_prop
  have c1 : ContinuousAt
      (fun s : ℝ => Real.log (1 + 2 * A * cubic b1 b2 b3 b4 s * s)) 0 :=
    ContinuousAt.log (by unfold cubic; fun_prop) (by simp)
  have c2 : ContinuousAt (fun s : ℝ => Real.log (2 * A * cubic b1 b2 b3 b4 s)) 0 :=
    ContinuousAt.log (by unfold cubic; fun_prop) (by simp [cubic, hA.ne', hb1.ne'])
  have hF : Tendsto (fun s : ℝ => -2 * A * (1 + a1 * s ^ 2) *
      (Real.log (1 + 2 * A * cubic b1 b2 b3 b4 s * s)
        - Real.log (2 * A * cubic b1 b2 b3 b4 s))) (𝓝 0)
      (𝓝 (2 * A * Real.log (2 * A * b1))) :=
    tendsto_of_value (c0.mul (c1.sub c2)) (by simp [cubic])
  -- the remaining part is proportional to `r ln r`
  have h2 : Tendsto (fun r : ℝ => A * a1 * (r * Real.log r)) (𝓝[>] 0) (𝓝 0) :=
    ((continuous_const.mul Real.continuous_mul_log).tendsto' 0 0 (by simp)).mono_left
      nhdsWithin_le_nhds
  have h3 := (hF.comp hs).add h2
  rw [add_zero] at h3
  refine h3.congr' ?_
  filter_upwards [hpos, self_mem_nhdsWithin] with r hc hr
  have hr' : 0 < r := hr
  have hc' : 0 < cubic b1 b2 b3 b4 (√r) := hc
  have hsq : (√r) ^ 2 = r := Real.sq_sqrt hr'.le
  have hQ : 2 * A * gasQ b1 b2 b3 b4 r = 2 * A * cubic b1 b2 b3 b4 (√r) * √r := by
    unfold gasQ cubic
    linear_combination (2 * A * (-b2 - b4 * ((√r) ^ 2 + r))) * hsq
  have hlog : Real.log r = 2 * Real.log (√r) := by
    rw [Real.log_sqrt hr'.le]; ring
  simp only [Function.comp_apply]
  unfold pw92
  rw [hQ, log_split (by positivity) (Real.sqrt_pos.2 hr'), hsq, hlog]
  ring
```

`𝓝[>] 0` means that r approaches 0 from above. Of the parameters, only A and b1 are assumed positive; the others may have any sign. Put s = √r and R(s) = b1 + b2 s + b3 s² + b4 s³, so Q = s R(s). For small s, R(s) > 0, and the logarithm splits:

G = −2A(1 + a1 s²)[ln(1 + 2A R s) − ln(2A R) − ln s].

Since 2 ln s = ln r, subtracting A ln r leaves

G − A ln r = −2A(1 + a1 s²)[ln(1 + 2A R s) − ln(2A R)] + A a1 r ln r.

The first term tends to 2A ln(2A b1), the second to 0. In Lean these are `hF` and `h2`; `congr'` transfers their sum's limit to the original function, which has to equal that sum only for small r > 0.

```lean
/-- The high-density constant of `G` equals `-c` exactly when `b1 = exp(-c/(2A))/(2A)`. -/
theorem high_density_fixes_b1 {A b1 : ℝ} (a1 b2 b3 b4 c : ℝ) (hA : 0 < A) (hb1 : 0 < b1) :
    Tendsto (fun r => pw92 A a1 b1 b2 b3 b4 r - A * Real.log r) (𝓝[>] 0) (𝓝 (-c)) ↔
      b1 = Real.exp (-c / (2 * A)) / (2 * A) := by
  have h2A : 2 * A ≠ 0 := by positivity
  have hlim := high_density a1 b2 b3 b4 hA hb1
  constructor
  · intro h
    have e := tendsto_nhds_unique h hlim
    rw [e, mul_div_cancel_left₀ _ h2A, Real.exp_log (by positivity),
      mul_div_cancel_left₀ _ h2A]
  · intro h
    have e1 : 2 * A * b1 = Real.exp (-c / (2 * A)) := by
      rw [h]; field_simp
    have e : 2 * A * Real.log (2 * A * b1) = -c := by
      rw [e1, Real.log_exp]; field_simp
    rw [e] at hlim
    exact hlim
```

Here A and b1 are assumed positive. Limits are unique, so a prescribed constant −c requires 2A ln(2A b1) = −c. Solving gives

b1 = exp(−c/(2A))/(2A),

and substituting back proves the converse. In a fit, this rule can be used to set b1 from known A and c before other parameters are adjusted.

## Low density

```lean
/-- Second low-density coefficient: `r^(3/2) (G + a1/(b4 r))` tends to `a1 b3 / b4^2`
as `r` tends to infinity. -/
theorem low_density_second {A b4 : ℝ} (a1 b1 b2 b3 : ℝ) (hA : 0 < A) (hb4 : 0 < b4) :
    Tendsto (fun r => (√r) ^ 3 * (pw92 A a1 b1 b2 b3 b4 r + a1 / (b4 * r))) atTop
      (𝓝 (a1 * b3 / b4 ^ 2)) := by
  have hT : Tendsto (fun r : ℝ => (√r)⁻¹) atTop (𝓝[>] 0) := by
    refine tendsto_nhdsWithin_iff.2
      ⟨tendsto_inv_atTop_zero.comp Real.tendsto_sqrt_atTop, ?_⟩
    filter_upwards [eventually_gt_atTop 0] with r hr
    exact inv_pos.2 (Real.sqrt_pos.2 hr)
  have hP : Tendsto (fun t => cubic b4 b3 b2 b1 t) (𝓝[>] 0) (𝓝 b4) :=
    (tendsto_of_value (by unfold cubic; fun_prop) (by simp [cubic])).mono_left
      nhdsWithin_le_nhds
  have hpos := hP.eventually (lt_mem_nhds hb4)
  -- the error of linearising the logarithm is negligible at this order
  have hB : Tendsto (fun t => t ^ 3 / (2 * A * cubic b4 b3 b2 b1 t) ^ 2) (𝓝 0) (𝓝 0) :=
    tendsto_of_value (ContinuousAt.div (by fun_prop) (by unfold cubic; fun_prop)
      (by simp [cubic, hA.ne', hb4.ne'])) (by simp)
  have hD : Tendsto (fun t => (t ^ 4 / (2 * A * cubic b4 b3 b2 b1 t)
      - Real.log (1 + t ^ 4 / (2 * A * cubic b4 b3 b2 b1 t))) / t ^ 5) (𝓝[>] 0) (𝓝 0) := by
    refine squeeze_zero' ?_ ?_ (hB.mono_left nhdsWithin_le_nhds)
    · filter_upwards [hpos, self_mem_nhdsWithin] with t hc ht
      have ht' : 0 < t := ht
      exact div_nonneg (log_remainder (by positivity)).1 (by positivity)
    · filter_upwards [hpos, self_mem_nhdsWithin] with t hc ht
      have ht' : 0 < t := ht
      have hb := (log_remainder (x := t ^ 4 / (2 * A * cubic b4 b3 b2 b1 t))
        (by positivity)).2
      have e : t ^ 3 / (2 * A * cubic b4 b3 b2 b1 t) ^ 2 * t ^ 5
          = (t ^ 4 / (2 * A * cubic b4 b3 b2 b1 t)) ^ 2 := by ring
      rw [div_le_iff₀ (by positivity), e]
      exact hb
  -- the rational part carries the coefficient
  have hN : Tendsto (fun t => (a1 * (b3 + b2 * t + b1 * t ^ 2) - b4 * t) /
      (b4 * cubic b4 b3 b2 b1 t)) (𝓝 0) (𝓝 (a1 * b3 / b4 ^ 2)) :=
    tendsto_of_value (ContinuousAt.div (by fun_prop) (by unfold cubic; fun_prop)
      (by simp [cubic, hb4.ne'])) (by simp only [cubic]; ring)
  have hM : Tendsto (fun t : ℝ => 2 * A * (t ^ 2 + a1)) (𝓝 0) (𝓝 (2 * A * a1)) :=
    tendsto_of_value (by fun_prop) (by simp)
  have hW := (hN.mono_left nhdsWithin_le_nhds).add
    ((hM.mono_left nhdsWithin_le_nhds).mul hD)
  rw [mul_zero, add_zero] at hW
  refine (hW.comp hT).congr' ?_
  filter_upwards [hT.eventually hpos, eventually_gt_atTop 0] with r hc hr
  obtain ⟨t, ht, rfl⟩ : ∃ t : ℝ, 0 < t ∧ r = (t ^ 2)⁻¹ :=
    ⟨(√r)⁻¹, inv_pos.2 (Real.sqrt_pos.2 hr), by rw [inv_pow, inv_inv, Real.sq_sqrt hr.le]⟩
  have hs : √((t ^ 2)⁻¹) = t⁻¹ := by rw [Real.sqrt_inv, Real.sqrt_sq ht.le]
  rw [hs, inv_inv] at hc
  have hQ : 1 / (2 * A * gasQ b1 b2 b3 b4 (t ^ 2)⁻¹)
      = t ^ 4 / (2 * A * cubic b4 b3 b2 b1 t) := by
    have e : gasQ b1 b2 b3 b4 (t ^ 2)⁻¹ = cubic b4 b3 b2 b1 t / t ^ 4 := by
      simp only [gasQ, cubic, hs]
      field_simp
      ring
    rw [e]
    field_simp
  have hnum : a1 * (b3 + b2 * t + b1 * t ^ 2) = a1 * (cubic b4 b3 b2 b1 t - b4) / t := by
    unfold cubic
    field_simp
    ring
  simp only [Function.comp_apply, hs, inv_inv, pw92]
  rw [hQ, hnum]
  generalize Real.log (1 + t ^ 4 / (2 * A * cubic b4 b3 b2 b1 t)) = L
  generalize cubic b4 b3 b2 b1 t = P at hc ⊢
  field_simp
  ring
```

`atTop` means r → ∞. Of the parameters, only A and b4 are assumed positive; the others may have any sign. Put t = 1/√r and P(t) = b4 + b3 t + b2 t² + b1 t³. Then Q = P/t⁴, and the logarithm is ln(1 + x) with x = t⁴/(2A P). For large r, t is small, so P(t) > 0 and x > 0; write ln(1 + x) = x − δ, where 0 ≤ δ ≤ x². Substitution gives

r^(3/2)(G + a1/(b4 r)) = [a1(b3 + b2 t + b1 t²) − b4 t]/(b4 P) + 2A(t² + a1) δ/t⁵.

The first term tends to a1 b3/b4². For the second,

0 ≤ δ/t⁵ ≤ t³/(2A P)² → 0.

These are `hN` and `hD`; `squeeze_zero'` performs the squeeze, and `field_simp` and `ring` check the algebra.

```lean
/-- Low-density limit: `r G` tends to `-a1/b4` as `r` tends to infinity. -/
theorem low_density {A b4 : ℝ} (a1 b1 b2 b3 : ℝ) (hA : 0 < A) (hb4 : 0 < b4) :
    Tendsto (fun r => r * pw92 A a1 b1 b2 b3 b4 r) atTop (𝓝 (-a1 / b4)) := by
  have hT : Tendsto (fun r : ℝ => (√r)⁻¹) atTop (𝓝 0) :=
    tendsto_inv_atTop_zero.comp Real.tendsto_sqrt_atTop
  have h := (hT.mul (low_density_second a1 b1 b2 b3 hA hb4)).add_const (-a1 / b4)
  rw [zero_mul, zero_add] at h
  refine h.congr' ?_
  filter_upwards [eventually_gt_atTop 0] with r hr
  have hs : 0 < √r := Real.sqrt_pos.2 hr
  have e : (√r)⁻¹ * (√r) ^ 3 = r := by
    rw [pow_succ', inv_mul_cancel_left₀ hs.ne', Real.sq_sqrt hr.le]
  rw [← mul_assoc, e]
  generalize pw92 A a1 b1 b2 b3 b4 r = G
  field_simp
  ring
```

Again A and b4 are assumed positive. Multiplying the previous expression by t = 1/√r and rearranging gives

r G = t · r^(3/2)(G + a1/(b4 r)) − a1/b4.

The first term is a vanishing factor times a convergent one, so r G → −a1/b4.

When a1 = 0 this limit is zero; expanding the logarithm by hand then gives the faster decay G ≈ −1/(b4 r²).

In code, the small x at large r is a reason to evaluate the logarithm as `log1p(x)`: forming 1 + x first loses digits.

```lean
/-- Under the sign assumptions below, the PW92 form is negative for `r > 0`, `G - A ln r` tends to
`2A ln(2A b1)` at `0+`, and `r G` tends to `-a1/b4` at infinity. -/
theorem pw92_uniform_gas_limits {A a1 b1 b2 b3 b4 : ℝ} (hA : 0 < A) (ha1 : 0 ≤ a1)
    (hb1 : 0 < b1) (hb2 : 0 ≤ b2) (hb3 : 0 ≤ b3) (hb4 : 0 < b4) :
    (∀ r, 0 < r → pw92 A a1 b1 b2 b3 b4 r < 0) ∧
    Tendsto (fun r => pw92 A a1 b1 b2 b3 b4 r - A * Real.log r) (𝓝[>] 0)
      (𝓝 (2 * A * Real.log (2 * A * b1))) ∧
    Tendsto (fun r => r * pw92 A a1 b1 b2 b3 b4 r) atTop (𝓝 (-a1 / b4)) :=
  ⟨fun _ hr => pw92_neg hA ha1 hb1 hb2 hb3 hb4.le hr,
    high_density a1 b2 b3 b4 hA hb1, low_density a1 b1 b2 b3 hA hb4⟩

end

end PW92UniformGas
```

The final theorem joins the three statements with `∧`, "and". It assumes A, b1, b4 > 0 and a1, b2, b3 ≥ 0, which includes the case of all parameters positive. For a local-density correlation routine using this single-variable form, the two limits provide checks at small and large r.

```lean
#print axioms PW92UniformGas.high_density_fixes_b1
#print axioms PW92UniformGas.low_density
#print axioms PW92UniformGas.pw92_uniform_gas_limits
```

```
'PW92UniformGas.high_density_fixes_b1' depends on axioms: [propext, Classical.choice, Quot.sound]
'PW92UniformGas.low_density' depends on axioms: [propext, Classical.choice, Quot.sound]
'PW92UniformGas.pw92_uniform_gas_limits' depends on axioms: [propext, Classical.choice, Quot.sound]
```
